# Normal-mode frequencies of an anisotropic harmonic dot in a perpendicular magnetic field

A code that propagates a charge in a planar harmonic well with frequencies $\omega_x,\omega_y$ and cyclotron frequency $\omega_c$ can set its time step and run length from the fastest and slowest frequencies of the motion, and for $\omega_c\ne0$ the well frequencies are not these. For $\omega_x=21$, $\omega_y=11$, $\omega_c=24$ the modes oscillate at $33$ and $7$. A time step set as a fraction of $2\pi/21$ is too long by the factor $33/21$, and a run of length $2\pi/11$ does not complete one slow period. The isotropic formula $\sqrt{\omega_0^2+\omega_c^2/4}\pm|\omega_c|/2$ with the mean $\omega_0=16$ gives $32$ and $8$, which has the right sum and the wrong difference.

## The result

For mass $m$, charge $q$ and a uniform, constant field $B_z$ normal to the plane, set $\omega_c=qB_z/m$, of either sign. Newton's equations for the position $(x,y)$ are

$$\ddot x=-\omega_x^2x+\omega_c\dot y,\qquad \ddot y=-\omega_y^2y-\omega_c\dot x .$$

Write $S=\omega_x^2+\omega_y^2+\omega_c^2$. A solution $(x,y)=(A,B)e^{i\omega t}$ with complex $\omega$ and complex amplitudes $(A,B)\ne(0,0)$ exists if and only if

$$P(\omega)=\omega^4-S\omega^2+\omega_x^2\omega_y^2=0 .$$

With $D=S^2-4\omega_x^2\omega_y^2$ define $\omega_\pm=\sqrt{(S\pm\sqrt D)/2}$. For $\omega_x,\omega_y>0$ the roots of $P$ are $\pm\omega_+$ and $\pm\omega_-$, with $0<\omega_-\le\omega_+$, and

$$(\omega_+\pm\omega_-)^2=(\omega_x\pm\omega_y)^2+\omega_c^2,\qquad \omega_-\le\min(\omega_x,\omega_y),\qquad \omega_+\ge\max(\omega_x,\omega_y),$$

both inequalities being strict when $\omega_c\ne0$.

## Where a code relies on it

A time step chosen as a fraction of the shortest period of the motion is a fraction of $2\pi/\omega_+$, and a run that is to show a full slow period has to last at least $2\pi/\omega_-$; by the bounds, any nonzero field makes the fast period shorter and the slow period longer than without field. Peak positions in the Fourier transform of a test trajectory can be compared with $\omega_\pm$, or with the relations $\omega_+^2+\omega_-^2=S$ and $\omega_+\omega_-=\omega_x\omega_y$. At strong field $\sqrt D$ is close to $S$ and the defining formula for $\omega_-$ subtracts nearly equal numbers, which $\omega_-=\omega_x\omega_y/\omega_+$ avoids. For one non-interacting spinless charge in an exactly quadratic well the Heisenberg equations have the same linear form and, for $\omega_x,\omega_y>0$, the levels are $\hbar\omega_+(n_++\tfrac12)+\hbar\omega_-(n_-+\tfrac12)$ with $n_\pm=0,1,2,\dots$, so $\hbar\omega_\pm$ are the two excitation quanta of the quantum dot and not in general the gaps between neighbouring levels; that step is taken over from quantum mechanics and is not among the theorems below.

## Derivation

Each time derivative multiplies an amplitude by $i\omega$. Cancelling $e^{i\omega t}$ gives $-\omega^2A=-\omega_x^2A+i\omega\omega_cB$ and $-\omega^2B=-\omega_y^2B-i\omega\omega_cA$, that is

$$(\omega_x^2-\omega^2)A=i\omega\omega_cB,\qquad(\omega_y^2-\omega^2)B=-i\omega\omega_cA .$$

Multiply the first equation by $\omega_y^2-\omega^2$ and insert the second:

$$(\omega_x^2-\omega^2)(\omega_y^2-\omega^2)A=i\omega\omega_c\,(-i\omega\omega_cA)=\omega^2\omega_c^2A .$$

Since $(\omega_x^2-\omega^2)(\omega_y^2-\omega^2)-\omega^2\omega_c^2=P(\omega)$, this reads $P(\omega)A=0$. Multiplying the second equation by $\omega_x^2-\omega^2$ and inserting the first gives $P(\omega)B=0$. One amplitude is nonzero, so $P(\omega)=0$.

Conversely, let $P(\omega)=0$ and take $(A,B)=(i\omega\omega_c,\ \omega_x^2-\omega^2)$. The first equation holds identically, and the second becomes $(\omega_y^2-\omega^2)(\omega_x^2-\omega^2)=\omega^2\omega_c^2$, which is $P(\omega)=0$. The vector is unnormalised; its length is $\sqrt{|\omega|^2\omega_c^2+|\omega_x^2-\omega^2|^2}$, and for the example above at $\omega=33$ the unit vector is $(11i,-9)/\sqrt{202}$. It is easy to stop here and miss that this vector can vanish at a root: for $\omega_c=0$ and $\omega=\omega_x$ it is $(0,0)$, which proves nothing, and a routine that normalises it divides by zero. When both entries vanish, $(A,B)=(1,0)$ satisfies both equations, a motion along $x$ alone.

Now let $\omega_x,\omega_y>0$. Expanding gives $D=(\omega_x^2-\omega_y^2)^2+\omega_c^2(2\omega_x^2+2\omega_y^2+\omega_c^2)\ge0$, and $D<S^2$ gives $\sqrt D<S$. Hence $\omega_\pm^2=(S\pm\sqrt D)/2$ are positive and $0<\omega_-\le\omega_+$. Their sum is $S$ and their product is $(S^2-D)/4=\omega_x^2\omega_y^2$, so taking positive roots,

$$\omega_+^2+\omega_-^2=S,\qquad\omega_+\omega_-=\omega_x\omega_y .$$

Therefore $P(\omega)=(\omega^2-\omega_+^2)(\omega^2-\omega_-^2)$, whose complex roots are $\pm\omega_+,\pm\omega_-$ and whose positive roots are $\omega_+$ and $\omega_-$. Adding $\pm2\omega_+\omega_-=\pm2\omega_x\omega_y$ to the sum of squares yields $(\omega_+\pm\omega_-)^2=(\omega_x\pm\omega_y)^2+\omega_c^2$.

Dropping $\omega_c^2\ge0$ and taking roots gives $\omega_++\omega_-\ge\omega_x+\omega_y$ and $\omega_+-\omega_-\ge|\omega_x-\omega_y|$. Adding the two, once with each sign inside the absolute value, gives $2\omega_+\ge2\omega_x$ and $2\omega_+\ge2\omega_y$. Then $\omega_-\omega_+=\omega_x\omega_y\le\omega_x\omega_+$, so $\omega_-\le\omega_x$, and likewise $\omega_-\le\omega_y$. For $\omega_c\ne0$ the inequality for the sum is strict, and strictness carries through each later step.

For $\omega_x=\omega_y=\omega_0$ the two rules read $(\omega_++\omega_-)^2=4\omega_0^2+\omega_c^2$ and $(\omega_+-\omega_-)^2=\omega_c^2$, so $\omega_\pm=\sqrt{\omega_0^2+\omega_c^2/4}\pm|\omega_c|/2$.

## The Lean file

```lean
import Mathlib

open Complex

namespace AnisotropicDot

noncomputable section

/-- Equations of motion of a charge in an anisotropic harmonic well and a perpendicular field:
`x'' = -wx² x + wc y'` and `y'' = -wy² y - wc x'`, with velocities `vx`, `vy`. -/
def SolvesEOM (wx wy wc : ℝ) (x y : ℝ → ℂ) : Prop :=
  ∃ vx vy : ℝ → ℂ, ∀ t, HasDerivAt x (vx t) t ∧ HasDerivAt y (vy t) t ∧
    HasDerivAt vx (-(wx : ℂ) ^ 2 * x t + wc * vy t) t ∧
    HasDerivAt vy (-(wy : ℂ) ^ 2 * y t - wc * vx t) t

/-- The harmonic time dependence `A exp(i w t)` with complex amplitude and frequency. -/
def mode (A w : ℂ) : ℝ → ℂ := fun t => A * exp (I * w * t)

/-- The secular quartic `w⁴ - (wx² + wy² + wc²) w² + wx² wy²`. -/
def secular (wx wy wc : ℝ) (w : ℂ) : ℂ :=
  w ^ 4 - ((wx : ℂ) ^ 2 + (wy : ℂ) ^ 2 + (wc : ℂ) ^ 2) * w ^ 2 + (wx : ℂ) ^ 2 * (wy : ℂ) ^ 2

/-- Discriminant of the secular quartic read as a quadratic in `w²`. -/
def disc (wx wy wc : ℝ) : ℝ := (wx ^ 2 + wy ^ 2 + wc ^ 2) ^ 2 - 4 * wx ^ 2 * wy ^ 2

/-- Upper frequency `w₊`, from the quadratic formula for `w²` with the plus sign. -/
def wPlus (wx wy wc : ℝ) : ℝ := √((wx ^ 2 + wy ^ 2 + wc ^ 2 + √(disc wx wy wc)) / 2)

/-- Lower frequency `w₋`, from the quadratic formula for `w²` with the minus sign. -/
def wMinus (wx wy wc : ℝ) : ℝ := √((wx ^ 2 + wy ^ 2 + wc ^ 2 - √(disc wx wy wc)) / 2)

/-- The time derivative of `A exp(i w t)` is `i w A exp(i w t)`. -/
theorem mode_hasDerivAt (A w : ℂ) (t : ℝ) :
    HasDerivAt (mode A w) (mode (I * w * A) w t) t := by
  have h1 : HasDerivAt (fun z : ℂ => A * exp (I * w * z))
      (A * (exp (I * w * t) * (I * w * 1))) (t : ℂ) :=
    (((hasDerivAt_id' (t : ℂ)).const_mul (I * w)).cexp).const_mul A
  have h2 : HasDerivAt (mode A w) (A * (exp (I * w * t) * (I * w * 1))) t := h1.comp_ofReal
  exact h2.congr_deriv (by simp only [mode]; ring)

/-- The pair `(A, B) exp(i w t)` solves the equations of motion exactly when the amplitudes
satisfy `(wx² - w²) A = i w wc B` and `(wy² - w²) B = -i w wc A`. -/
theorem mode_solves_iff (wx wy wc : ℝ) (A B w : ℂ) :
    SolvesEOM wx wy wc (mode A w) (mode B w) ↔
      ((wx : ℂ) ^ 2 - w ^ 2) * A = I * w * wc * B ∧
      ((wy : ℂ) ^ 2 - w ^ 2) * B = -(I * w * wc * A) := by
  constructor
  · rintro ⟨vx, vy, h⟩
    -- the velocities are fixed by uniqueness of the derivative
    have hx : vx = mode (I * w * A) w :=
      funext fun t => (h t).1.unique (mode_hasDerivAt A w t)
    have hy : vy = mode (I * w * B) w :=
      funext fun t => (h t).2.1.unique (mode_hasDerivAt B w t)
    subst hx hy
    -- compare accelerations at t = 0
    have e1 := (h 0).2.2.1.unique (mode_hasDerivAt (I * w * A) w 0)
    have e2 := (h 0).2.2.2.unique (mode_hasDerivAt (I * w * B) w 0)
    simp only [mode, ofReal_zero, mul_zero, Complex.exp_zero, mul_one] at e1 e2
    exact ⟨by linear_combination -e1 - w ^ 2 * A * I_sq,
      by linear_combination -e2 - w ^ 2 * B * I_sq⟩
  · rintro ⟨h1, h2⟩
    refine ⟨mode (I * w * A) w, mode (I * w * B) w, fun t =>
      ⟨mode_hasDerivAt A w t, mode_hasDerivAt B w t,
        (mode_hasDerivAt _ w t).congr_deriv ?_, (mode_hasDerivAt _ w t).congr_deriv ?_⟩⟩
    · simp only [mode]
      linear_combination exp (I * w * t) * h1 + w ^ 2 * A * exp (I * w * t) * I_sq
    · simp only [mode]
      linear_combination exp (I * w * t) * h2 + w ^ 2 * B * exp (I * w * t) * I_sq

/-- A nonzero `exp(i w t)` solution exists exactly when `w` is a root of the secular quartic. -/
theorem exists_mode_iff_secular (wx wy wc : ℝ) (w : ℂ) :
    (∃ A B : ℂ, (A ≠ 0 ∨ B ≠ 0) ∧ SolvesEOM wx wy wc (mode A w) (mode B w)) ↔
      secular wx wy wc w = 0 := by
  simp only [mode_solves_iff]
  constructor
  · rintro ⟨A, B, hne, h1, h2⟩
    -- eliminate one amplitude at a time
    have hA : secular wx wy wc w * A = 0 := by
      unfold secular
      linear_combination ((wy : ℂ) ^ 2 - w ^ 2) * h1 + I * w * wc * h2
        - w ^ 2 * (wc : ℂ) ^ 2 * A * I_sq
    have hB : secular wx wy wc w * B = 0 := by
      unfold secular
      linear_combination ((wx : ℂ) ^ 2 - w ^ 2) * h2 - I * w * wc * h1
        - w ^ 2 * (wc : ℂ) ^ 2 * B * I_sq
    rcases hne with h | h
    · exact (mul_eq_zero.mp hA).resolve_right h
    · exact (mul_eq_zero.mp hB).resolve_right h
  · intro hs
    unfold secular at hs
    by_cases h : I * w * wc ≠ 0 ∨ (wx : ℂ) ^ 2 - w ^ 2 ≠ 0
    · exact ⟨_, _, h, by ring, by linear_combination hs + w ^ 2 * (wc : ℂ) ^ 2 * I_sq⟩
    · -- both entries of the first equation vanish: motion along x only
      rw [not_or, not_not, not_not] at h
      exact ⟨1, 0, Or.inl one_ne_zero, by linear_combination h.2, by linear_combination h.1⟩

/-- Vieta relations for `wx, wy > 0`: `0 < w₋ ≤ w₊`, `w₊² + w₋² = wx² + wy² + wc²` and `w₊ w₋ = wx wy`. -/
theorem vieta {wx wy : ℝ} (wc : ℝ) (hx : 0 < wx) (hy : 0 < wy) :
    0 < wMinus wx wy wc ∧ wMinus wx wy wc ≤ wPlus wx wy wc ∧
    wPlus wx wy wc ^ 2 + wMinus wx wy wc ^ 2 = wx ^ 2 + wy ^ 2 + wc ^ 2 ∧
    wPlus wx wy wc * wMinus wx wy wc = wx * wy := by
  have hD : 0 ≤ disc wx wy wc := by
    have : disc wx wy wc
        = (wx ^ 2 - wy ^ 2) ^ 2 + wc ^ 2 * (2 * wx ^ 2 + 2 * wy ^ 2 + wc ^ 2) := by
      unfold disc; ring
    rw [this]; positivity
  have hS : 0 < wx ^ 2 + wy ^ 2 + wc ^ 2 := by positivity
  have hr0 : 0 ≤ √(disc wx wy wc) := Real.sqrt_nonneg _
  have hr2 : √(disc wx wy wc) ^ 2 = (wx ^ 2 + wy ^ 2 + wc ^ 2) ^ 2 - 4 * wx ^ 2 * wy ^ 2 :=
    Real.sq_sqrt hD
  have hlt : √(disc wx wy wc) < wx ^ 2 + wy ^ 2 + wc ^ 2 := by
    rw [Real.sqrt_lt' hS]
    have : 0 < 4 * wx ^ 2 * wy ^ 2 := by positivity
    unfold disc; linarith
  have hp : wPlus wx wy wc ^ 2 = (wx ^ 2 + wy ^ 2 + wc ^ 2 + √(disc wx wy wc)) / 2 :=
    Real.sq_sqrt (by linarith)
  have hm : wMinus wx wy wc ^ 2 = (wx ^ 2 + wy ^ 2 + wc ^ 2 - √(disc wx wy wc)) / 2 :=
    Real.sq_sqrt (by linarith)
  have hm0 : 0 < wMinus wx wy wc := Real.sqrt_pos.mpr (by linarith)
  have hle : wMinus wx wy wc ≤ wPlus wx wy wc := Real.sqrt_le_sqrt (by linarith)
  have hp0 : 0 < wPlus wx wy wc := lt_of_lt_of_le hm0 hle
  refine ⟨hm0, hle, by linarith, ?_⟩
  refine (sq_eq_sq₀ (mul_pos hp0 hm0).le (mul_pos hx hy).le).mp ?_
  rw [mul_pow, hp, hm]
  linear_combination (-1 / 4 : ℝ) * hr2

/-- For `wx, wy > 0` the complex roots of the secular quartic are `± w₊` and `± w₋`. -/
theorem secular_eq_zero_iff {wx wy : ℝ} (wc : ℝ) (hx : 0 < wx) (hy : 0 < wy) (w : ℂ) :
    secular wx wy wc w = 0 ↔ (w = wPlus wx wy wc ∨ w = -wPlus wx wy wc) ∨
      (w = wMinus wx wy wc ∨ w = -wMinus wx wy wc) := by
  obtain ⟨-, -, h1, h2⟩ := vieta wc hx hy
  have c1 : (wPlus wx wy wc : ℂ) ^ 2 + (wMinus wx wy wc : ℂ) ^ 2
      = (wx : ℂ) ^ 2 + (wy : ℂ) ^ 2 + (wc : ℂ) ^ 2 := by exact_mod_cast h1
  have c2 : (wPlus wx wy wc : ℂ) * (wMinus wx wy wc : ℂ) = (wx : ℂ) * (wy : ℂ) := by
    exact_mod_cast h2
  -- factor the quartic
  have f : secular wx wy wc w
      = (w ^ 2 - (wPlus wx wy wc : ℂ) ^ 2) * (w ^ 2 - (wMinus wx wy wc : ℂ) ^ 2) := by
    unfold secular
    linear_combination w ^ 2 * c1
      - ((wPlus wx wy wc : ℂ) * (wMinus wx wy wc : ℂ) + (wx : ℂ) * (wy : ℂ)) * c2
  rw [f]
  simp only [mul_eq_zero, sub_eq_zero, sq_eq_sq_iff_eq_or_eq_neg]

/-- A nonzero `exp(i w t)` solution exists, when `wx, wy > 0`, exactly for `w = ± w₊` or `w = ± w₋`. -/
theorem mode_spectrum {wx wy : ℝ} (wc : ℝ) (hx : 0 < wx) (hy : 0 < wy) (w : ℂ) :
    (∃ A B : ℂ, (A ≠ 0 ∨ B ≠ 0) ∧ SolvesEOM wx wy wc (mode A w) (mode B w)) ↔
      (w = wPlus wx wy wc ∨ w = -wPlus wx wy wc) ∨
      (w = wMinus wx wy wc ∨ w = -wMinus wx wy wc) := by
  rw [exists_mode_iff_secular, secular_eq_zero_iff wc hx hy]

/-- For `wx, wy > 0` the positive real roots of the secular quartic are exactly `w₊` and `w₋`. -/
theorem positive_roots {wx wy w : ℝ} (wc : ℝ) (hx : 0 < wx) (hy : 0 < wy) (hw : 0 < w) :
    secular wx wy wc w = 0 ↔ w = wPlus wx wy wc ∨ w = wMinus wx wy wc := by
  obtain ⟨h0, h1, -, -⟩ := vieta wc hx hy
  rw [secular_eq_zero_iff wc hx hy]
  simp only [← ofReal_neg, ofReal_inj]
  constructor
  · rintro ((h | h) | (h | h))
    · exact Or.inl h
    · exfalso; linarith
    · exact Or.inr h
    · exfalso; linarith
  · rintro (h | h)
    · exact Or.inl (Or.inl h)
    · exact Or.inr (Or.inl h)

/-- Sum and difference rules for `wx, wy > 0`: `(w₊ ± w₋)² = (wx ± wy)² + wc²`. -/
theorem sum_diff_rule {wx wy : ℝ} (wc : ℝ) (hx : 0 < wx) (hy : 0 < wy) :
    (wPlus wx wy wc + wMinus wx wy wc) ^ 2 = (wx + wy) ^ 2 + wc ^ 2 ∧
    (wPlus wx wy wc - wMinus wx wy wc) ^ 2 = (wx - wy) ^ 2 + wc ^ 2 := by
  obtain ⟨-, -, h1, h2⟩ := vieta wc hx hy
  exact ⟨by linear_combination h1 + 2 * h2, by linear_combination h1 - 2 * h2⟩

/-- For `wx, wy > 0` the frequencies satisfy `w₋ ≤ min(wx, wy)` and `max(wx, wy) ≤ w₊`, and both inequalities
are strict when `wc ≠ 0`. -/
theorem frequency_bounds {wx wy : ℝ} (wc : ℝ) (hx : 0 < wx) (hy : 0 < wy) :
    (wMinus wx wy wc ≤ min wx wy ∧ max wx wy ≤ wPlus wx wy wc) ∧
    (wc ≠ 0 → wMinus wx wy wc < min wx wy ∧ max wx wy < wPlus wx wy wc) := by
  obtain ⟨h0, h1, -, h2⟩ := vieta wc hx hy
  obtain ⟨hs, hd⟩ := sum_diff_rule wc hx hy
  generalize wPlus wx wy wc = p at *
  generalize wMinus wx wy wc = m at *
  have hc := sq_nonneg wc
  have hp : 0 < p := by linarith
  have a1 : |wx + wy| ≤ |p + m| := sq_le_sq.mp (by linarith)
  have a2 : |wx - wy| ≤ |p - m| := sq_le_sq.mp (by linarith)
  rw [abs_of_pos (show 0 < wx + wy by linarith), abs_of_pos (show 0 < p + m by linarith)] at a1
  rw [abs_of_nonneg (show 0 ≤ p - m by linarith), abs_le] at a2
  obtain ⟨a2, a3⟩ := a2
  have px : wx ≤ p := by linarith
  have py : wy ≤ p := by linarith
  -- the bounds on w₋ follow from w₊ w₋ = wx wy
  refine ⟨⟨le_min (le_of_mul_le_mul_right (by nlinarith) hp)
    (le_of_mul_le_mul_right (by nlinarith) hp), max_le px py⟩, fun hne => ?_⟩
  have hc' : 0 < wc ^ 2 := by positivity
  have b1 : |wx + wy| < |p + m| := sq_lt_sq.mp (by linarith)
  rw [abs_of_pos (show 0 < wx + wy by linarith), abs_of_pos (show 0 < p + m by linarith)] at b1
  have qx : wx < p := by linarith
  have qy : wy < p := by linarith
  exact ⟨lt_min (lt_of_mul_lt_mul_right (by nlinarith) hp.le)
    (lt_of_mul_lt_mul_right (by nlinarith) hp.le), max_lt qx qy⟩

/-- For an isotropic well, `wx = wy = w0 > 0`, the two classical frequencies are
`w± = √(w0² + wc²/4) ± |wc|/2`. -/
theorem isotropic_fock_darwin {w0 : ℝ} (wc : ℝ) (h : 0 < w0) :
    wPlus w0 w0 wc = √(w0 ^ 2 + wc ^ 2 / 4) + |wc| / 2 ∧
    wMinus w0 w0 wc = √(w0 ^ 2 + wc ^ 2 / 4) - |wc| / 2 := by
  obtain ⟨h0, h1, -, -⟩ := vieta wc h h
  obtain ⟨hs, hd⟩ := sum_diff_rule wc h h
  generalize wPlus w0 w0 wc = p at *
  generalize wMinus w0 w0 wc = m at *
  have e1 : w0 ^ 2 + wc ^ 2 / 4 = ((p + m) / 2) ^ 2 := by linear_combination (-1 / 4 : ℝ) * hs
  have e2 : wc ^ 2 = (p - m) ^ 2 := by linear_combination -hd
  have s1 : √(w0 ^ 2 + wc ^ 2 / 4) = (p + m) / 2 := by
    rw [e1, Real.sqrt_sq (by linarith)]
  have s2 : |wc| = p - m := by
    rw [← Real.sqrt_sq_eq_abs, e2, Real.sqrt_sq (by linarith)]
  constructor <;> linarith

end

end AnisotropicDot
```

```lean
#print axioms AnisotropicDot.mode_spectrum
#print axioms AnisotropicDot.positive_roots
#print axioms AnisotropicDot.frequency_bounds
#print axioms AnisotropicDot.isotropic_fock_darwin
```

```
'AnisotropicDot.mode_spectrum' depends on axioms: [propext, Classical.choice, Quot.sound]
'AnisotropicDot.positive_roots' depends on axioms: [propext, Classical.choice, Quot.sound]
'AnisotropicDot.frequency_bounds' depends on axioms: [propext, Classical.choice, Quot.sound]
'AnisotropicDot.isotropic_fock_darwin' depends on axioms: [propext, Classical.choice, Quot.sound]
```

## Reading the statements

The reals `wx`, `wy`, `wc` are $\omega_x,\omega_y,\omega_c$, and `w` is $\omega$. A trajectory is a pair of functions from real time to the complex numbers. `SolvesEOM wx wy wc x y` says that there are velocity functions `vx`, `vy` such that at every time `x` and `y` have these derivatives and the velocities have the right-hand sides above as derivatives; `HasDerivAt` includes differentiability. The `wc` term has a plus sign in the $x$ equation and a minus sign in the $y$ equation, which matches $\omega_c=qB_z/m$; reversing both signs corresponds to reversing the field. `mode A w` is $Ae^{i\omega t}$, with the plus sign in the exponent, and `A ≠ 0 ∨ B ≠ 0` excludes the zero solution, without which every $\omega$ would qualify. `secular`, `disc`, `wPlus` and `wMinus` are $P$, $D$, $\omega_+$ and $\omega_-$.

`exists_mode_iff_secular` is the quartic criterion for arbitrary real parameters and complex `w`. All later theorems assume `0 < wx` and `0 < wy` (or `0 < w0`) and leave `wc` free, including zero. `mode_spectrum` says that the mode frequencies are exactly the real numbers $\pm\omega_+$ and $\pm\omega_-$ (four values, or two when $\omega_+=\omega_-$); since `w` ranges over the complex numbers, this rules out growing and decaying exponential modes. `positive_roots`, `sum_diff_rule` and `frequency_bounds` are the remaining claims as displayed. In `isotropic_fock_darwin` the field enters as `|wc|` because the labels $\pm$ order the frequencies by size and not by sense of rotation.

## The proof

`mode_hasDerivAt` differentiates $Ae^{i\omega z}$ in a complex variable $z$ and restricts to the real axis with `h1.comp_ofReal`. In `mode_solves_iff` uniqueness of derivatives identifies `vx` and `vy` with the modes of amplitude $i\omega A$ and $i\omega B$; the accelerations are then compared at $t=0$, where the exponential equals one, and this takes the place of cancelling it. The converse multiplies the amplitude equations by $e^{i\omega t}$. The multiples of `I_sq` in the `linear_combination` calls supply $i^2=-1$.

In `exists_mode_iff_secular`, `hA` and `hB` are $P(\omega)A=0$ and $P(\omega)B=0$, obtained with the multipliers used above, and `by_cases` separates the general amplitude vector from the case $(1,0)$. In `vieta`, `hD` is the sum form of $D$ and `hlt` is $\sqrt D<S$; Lean's real square root returns zero on negative arguments, and these two steps show that no such argument occurs. The product rule is proved for squares and transferred by `sq_eq_sq₀`. `secular_eq_zero_iff` casts the Vieta relations to the complex numbers and factors the quartic in `f`; `mode_spectrum` chains it with the criterion, and `positive_roots` discards the two negative values. `sum_diff_rule` is `h1 + 2 * h2` and `h1 - 2 * h2`. `frequency_bounds` renames the frequencies `p` and `m`; `a1`, `a2`, `a3` are the inequalities for sum and difference, `px` and `py` their sums, `b1` the strict version, and the bounds on `m` cancel the positive factor `p`. `isotropic_fock_darwin` takes roots of the two rules in `s1` and `s2` and solves for `p` and `m`.

## Scope for a simulation code

The theorems settle, in exact arithmetic, which frequencies admit a pure exponential solution and how the positive ones are ordered and related, including the degenerate point $\omega_c=0$, $\omega_x=\omega_y$, where $\omega_+=\omega_-$. They do not state that every solution is a superposition of these modes, so boundedness of a general trajectory is not part of them. The equations of motion are a definition, with constant coefficients, one particle, two dimensions, and no damping, spin or anharmonic term. No integrator, stability limit or rounding error appears. A free direction, $\omega_x=0$ or $\omega_y=0$, is covered by the amplitude equations in `mode_solves_iff` and by the quartic criterion, but not by the later theorems. The name Fock–Darwin usually refers to quantum levels and eigenfunctions, whereas `isotropic_fock_darwin` concerns the two classical frequencies that enter them.

The statement could instead have been made for the real $4\times4$ matrix $M$ in $\dot z=Mz$, $z=(x,y,\dot x,\dot y)$, whose characteristic polynomial $\lambda^4+S\lambda^2+\omega_x^2\omega_y^2$ equals $P(\omega)$ at $\lambda=i\omega$. That version needs no calculus, but the passage from the differential equations to the eigenvalue problem, which `mode_solves_iff` proves here, would be left to the definition of $M$.
